# Upper and lower bounds on the slow relaxation rate k − √(k² − w²) for k > 0 and |w| ≤ k

The lemma concerns a slow relaxation rate defined directly by the formula k − √(k² − w²), with no equation of motion in the file. For real k and w with k > 0 and |w| ≤ k, it states that this rate is at least w²/(2k) and at most (w²/(2k))(1 + w²/k²). The proof calls the rate r, keeping only the facts (k − r)² = k² − w² and r ≤ k, and from the first it seeks w² = 2kr − r² in order to eliminate w². The lower bound then comes down to r² ≥ 0, and the upper bound to writing the gap between bound and rate as an explicit nonnegative fraction.

The failing Lean file:

```lean
import Mathlib

open Matrix

namespace SlowRateBounds

noncomputable section

/-- The slow relaxation rate `k - √(k² - w²)`, meant for `|w| ≤ k`. -/
def slowRate (w k : ℝ) : ℝ := k - √(k ^ 2 - w ^ 2)

/-- For `|w| ≤ k` the slow rate `r` solves `(k - r)² = k² - w²` and does not exceed `k`. -/
theorem slowRate_spec {w k : ℝ} (h : |w| ≤ k) :
    (k - slowRate w k) ^ 2 = k ^ 2 - w ^ 2 ∧ slowRate w k ≤ k := by
  have hw : w ^ 2 ≤ k ^ 2 := sq_le_sq' (abs_le.mp h).1 (abs_le.mp h).2
  have hq := Real.sq_sqrt (sub_nonneg.mpr hw)
  have hq0 := Real.sqrt_nonneg (k ^ 2 - w ^ 2)
  unfold slowRate
  constructor
  · linear_combination hq
  · linarith

/-- For `k > 0` and `|w| ≤ k` the slow rate lies between `w²/(2k)` and
`(w²/(2k)) (1 + w²/k²)`. -/
theorem slowRate_bounds {w k : ℝ} (hk : 0 < k) (h : |w| ≤ k) :
    w ^ 2 / (2 * k) ≤ slowRate w k ∧
    slowRate w k ≤ w ^ 2 / (2 * k) * (1 + w ^ 2 / k ^ 2) := by
  obtain ⟨hs, hr⟩ := slowRate_spec h
  generalize slowRate w k = r at hs hr ⊢
  have hw : w ^ 2 = 2 * k * r - r ^ 2 := by linear_combination -hs
  rw [hw]
  constructor
  · rw [div_le_iff₀ (by positivity)]
    nlinarith [sq_nonneg r]
  · -- the gap to the upper bound is an explicit nonnegative quantity
    have gap : (2 * k * r - r ^ 2) / (2 * k) * (1 + (2 * k * r - r ^ 2) / k ^ 2) - r
        = r ^ 2 * ((k - r) * (3 * k - r)) / (2 * k ^ 3) := by
      field_simp
      ring
    have hpos : 0 ≤ r ^ 2 * ((k - r) * (3 * k - r)) / (2 * k ^ 3) :=
      div_nonneg (mul_nonneg (sq_nonneg r)
        (mul_nonneg (by linarith) (by linarith))) (by positivity)
    linarith

end

end SlowRateBounds
```

The compiler's answer:

```
Main.lean:30:44: error: ring failed, ring expressions not equal
w k : ℝ
hk : 0 < k
h : |w| ≤ k
r : ℝ
hs : (k - r) ^ 2 = k ^ 2 - w ^ 2
hr : r ≤ k
⊢ w ^ 2 * 2 - k * r * 4 + r ^ 2 * 2 = 0
```

This version goes through:

```diff
@@ -28,5 +28,5 @@
   obtain ⟨hs, hr⟩ := slowRate_spec h
   generalize slowRate w k = r at hs hr ⊢
-  have hw : w ^ 2 = 2 * k * r - r ^ 2 := by linear_combination -hs
+  have hw : w ^ 2 = 2 * k * r - r ^ 2 := by linear_combination hs
   rw [hw]
   constructor
```

What went wrong. The error is a wrong sign in the proof of `hw`. `linear_combination e` moves everything to one side, subtracts the same difference for `e`, and asks `ring1` to show that the result is zero.

Here the goal `w ^ 2 = 2 * k * r - r ^ 2` has left side minus right side w² − 2kr + r². The hypothesis `hs`, which says (k − r)² = k² − w², gives exactly the same expression once the square is expanded and k² cancels. The coefficient must therefore be +1. With `-hs` the two expressions add instead of cancelling, which leaves twice w² − 2kr + r². That is the `w ^ 2 * 2 - k * r * 4 + r ^ 2 * 2 = 0` in the message. This equation does follow from `hs`, but it is not an identity in w, k and r, and `ring1` does not use hypotheses.

The diff changes `-hs` to `hs`, so the difference is identically zero and `hw` is proved.
